# Generalized least squares has the smallest covariance among unbiased linear fits with a known data covariance

Let \(S\) be a real positive definite covariance matrix and \(X\) a real matrix with linearly independent columns. For every real matrix \(A\) with \(AX=1\),

\[
A S A^{T} - (X^{T}S^{-1}X)^{-1}\ \text{ is positive semidefinite,}
\]

and this difference is zero exactly when \(A=(X^{T}S^{-1}X)^{-1}X^{T}S^{-1}\).

In quantum Monte Carlo, this gives the smallest statistical error that an unbiased linear estimator can reach for an energy extrapolated to zero time step or infinite system size, provided that the fit is linear in its parameters, the fit form is exact and the covariance of the data is known.

## Data, parameters and estimators

The data form a vector \(y\) with mean \(X\beta\) and covariance \(S\), where \(\beta\) holds the unknown parameters. For a straight-line extrapolation in the time step \(\tau\), row \(k\) of \(X\) is \((1,\tau_k)\), and the first parameter is the extrapolated value. Off-diagonal entries of \(S\) describe correlated data, for example from runs that share random numbers.

A linear estimator is a fixed matrix \(A\) that returns \(Ay\). Its mean is \(AX\beta\), so it is unbiased for every \(\beta\) exactly when \(AX=1\), and its covariance is \(ASA^{T}\). The Lean file starts from these matrix expressions. It contains no random variables, and the step from the statistics of \(y\) to the matrices is the short argument just given.

The finite types `m` and `n` label data points and parameters. Thus `Matrix m n ℝ` is the type of \(X\), and `Matrix n m ℝ` is the type of \(A\).

```lean
import Mathlib

open Matrix

namespace CorrelatedExtrapolationFit

noncomputable section

variable {m n : Type*} [Fintype m] [DecidableEq m] [Fintype n] [DecidableEq n]
```

The information matrix is \(F_S=X^{T}S^{-1}X\). The subscript records which covariance is used, because a second one appears in part (h).

```lean
/-- The information matrix `Xᵀ S⁻¹ X` of a linear fit with design matrix `X` to data with
covariance `S`. -/
def information (S : Matrix m m ℝ) (X : Matrix m n ℝ) : Matrix n n ℝ :=
  Xᵀ * S⁻¹ * X
```

The generalized least-squares estimator is \(G_S=F_S^{-1}X^{T}S^{-1}\).

```lean
/-- The generalized least-squares estimator `(Xᵀ S⁻¹ X)⁻¹ Xᵀ S⁻¹`, which maps data to fitted
parameters. -/
def gls (S : Matrix m m ℝ) (X : Matrix m n ℝ) : Matrix n m ℝ :=
  (information S X)⁻¹ * Xᵀ * S⁻¹
```

## (a) Symmetry of a positive definite matrix

**Task.** Show that a real positive definite matrix \(M\) satisfies \(M^{T}=M\).

**Solution.** Positive definiteness, as used here, means that \(M\) is Hermitian and that \(v^{T}Mv>0\) for every \(v\neq0\). For real entries, complex conjugation does nothing, so Hermitian means symmetric. The Lean proof makes the same replacement of the conjugate transpose by the transpose.

```lean
omit [Fintype m] [DecidableEq m] in
/-- A real positive definite matrix is symmetric. -/
theorem posDef_transpose {M : Matrix m m ℝ} (hM : M.PosDef) : Mᵀ = M := by
  rw [← Matrix.conjTranspose_eq_transpose_of_trivial]
  exact hM.isHermitian.eq
```

## (b) Positive definiteness of the information matrix

**Task.** Show that \(F_S\) is positive definite if \(S\) is positive definite and the columns of \(X\) are linearly independent.

**Solution.** First, \(S^{-1}\) is symmetric and positive definite: for \(u\neq0\), set \(w=S^{-1}u\neq0\), and then \(u^{T}S^{-1}u=w^{T}Sw>0\). Hence \(F_S\) is symmetric. For \(v\neq0\), independence of the columns gives \(Xv\neq0\), so

\[
v^{T}F_Sv=(Xv)^{T}S^{-1}(Xv)>0 .
\]

In Lean, `LinearIndependent ℝ X.col` is the condition on the columns, and `Matrix.mulVec_injective_iff` turns it into injectivity of \(v\mapsto Xv\).

The condition matters. One data point and two parameters with \(X=(1\ \ 1)\) and \(S=1\) give an \(F_S\) with all four entries equal to 1, which is singular: the data fix only the sum of the parameters.

```lean
omit [DecidableEq n] in
/-- For positive definite `S`, the information matrix is positive definite when the fit functions
are linearly independent on the data points. -/
theorem information_posDef {S : Matrix m m ℝ} {X : Matrix m n ℝ} (hS : S.PosDef)
    (hX : LinearIndependent ℝ X.col) : (information S X).PosDef := by
  have h := hS.inv.conjTranspose_mul_mul_same (Matrix.mulVec_injective_iff.mpr hX)
  rw [Matrix.conjTranspose_eq_transpose_of_trivial] at h
  exact h
```

## (c) The transposed estimator

**Task.** Compute \(G_S^{T}\).

**Solution.** Transposition reverses the order of the factors, and \(S^{-1}\) and \(F_S^{-1}\) are symmetric by (a) and (b). Therefore

\[
G_S^{T}=(F_S^{-1}X^{T}S^{-1})^{T}=S^{-1}XF_S^{-1}.
\]

```lean
/-- The transpose of the generalized least-squares estimator is `S⁻¹ X (Xᵀ S⁻¹ X)⁻¹`. -/
theorem gls_transpose {S : Matrix m m ℝ} {X : Matrix m n ℝ} (hS : S.PosDef)
    (hX : LinearIndependent ℝ X.col) :
    (gls S X)ᵀ = S⁻¹ * X * (information S X)⁻¹ := by
  unfold gls
  rw [Matrix.transpose_mul, Matrix.transpose_mul, Matrix.transpose_transpose,
    posDef_transpose hS.inv, posDef_transpose (information_posDef hS hX).inv, Matrix.mul_assoc]
```

## (d) Exact recovery from noiseless data

**Task.** Show that \(G_S\) is unbiased.

**Solution.** Since \(F_S\) is invertible by (b),

\[
G_SX=F_S^{-1}(X^{T}S^{-1}X)=F_S^{-1}F_S=1 .
\]

The first line of the `calc` block covers the first two equalities, and the second line is the last one.

```lean
/-- For positive definite `S` and linearly independent columns of `X`, generalized least squares
recovers the parameters exactly from noiseless data. -/
theorem gls_unbiased {S : Matrix m m ℝ} {X : Matrix m n ℝ} (hS : S.PosDef)
    (hX : LinearIndependent ℝ X.col) : gls S X * X = 1 := by
  have hF := (Matrix.isUnit_iff_isUnit_det _).mp (information_posDef hS hX).isUnit
  calc gls S X * X = (information S X)⁻¹ * information S X := by
        simp only [gls, information, Matrix.mul_assoc]
    _ = 1 := Matrix.nonsing_inv_mul _ hF
```

## (e) The excess covariance as a quadratic expression

**Task.** For \(AX=1\), show that \(ASA^{T}-F_S^{-1}=(A-G_S)S(A-G_S)^{T}\).

**Solution.** The cross terms are

\[
G_SSA^{T}=F_S^{-1}X^{T}S^{-1}SA^{T}=F_S^{-1}(AX)^{T}=F_S^{-1},
\]
\[
ASG_S^{T}=ASS^{-1}XF_S^{-1}=AXF_S^{-1}=F_S^{-1}.
\]

The first line also holds with \(A\) replaced by \(G_S\), because \(G_SX=1\), and this gives \(G_SSG_S^{T}=F_S^{-1}\). Expanding the right-hand side of the claim yields

\[
ASA^{T}-F_S^{-1}-F_S^{-1}+F_S^{-1}=ASA^{T}-F_S^{-1}.
\]

In the Lean proof, `h1` is the first cross term for an arbitrary unbiased estimator and `h2` is the second. The final `simp only` expands the product, and `abel` collects the terms.

```lean
/-- The excess covariance of an unbiased linear estimator over `(Xᵀ S⁻¹ X)⁻¹` is the noise
covariance propagated through its deviation from generalized least squares. -/
theorem excess_covariance {S : Matrix m m ℝ} {X : Matrix m n ℝ} (hS : S.PosDef)
    (hX : LinearIndependent ℝ X.col) {A : Matrix n m ℝ} (hA : A * X = 1) :
    A * S * Aᵀ - (information S X)⁻¹ = (A - gls S X) * S * (A - gls S X)ᵀ := by
  have hSu := (Matrix.isUnit_iff_isUnit_det _).mp hS.isUnit
  -- every unbiased estimator has the same cross-covariance with the optimal one
  have h1 : ∀ B : Matrix n m ℝ, B * X = 1 → gls S X * S * Bᵀ = (information S X)⁻¹ := by
    intro B hB
    have hG : gls S X * S = (information S X)⁻¹ * Xᵀ := by
      unfold gls
      rw [Matrix.mul_assoc, Matrix.nonsing_inv_mul _ hSu, Matrix.mul_one]
    rw [hG, Matrix.mul_assoc, ← Matrix.transpose_mul, hB, Matrix.transpose_one, Matrix.mul_one]
  have h2 : A * S * (gls S X)ᵀ = (information S X)⁻¹ := by
    calc A * S * (gls S X)ᵀ = A * (S * S⁻¹) * X * (information S X)⁻¹ := by
          rw [gls_transpose hS hX]
          simp only [Matrix.mul_assoc]
      _ = (information S X)⁻¹ := by
          rw [Matrix.mul_nonsing_inv _ hSu, Matrix.mul_one, hA, Matrix.one_mul]
  simp only [Matrix.transpose_sub, Matrix.mul_sub, Matrix.sub_mul, h1 A hA,
    h1 (gls S X) (gls_unbiased hS hX), h2]
  abel
```

## (f) The variance of a single parameter

**Task.** For \(AX=1\), show that the variance of parameter \(i\) is at least \((F_S^{-1})_{ii}\), with equality exactly when row \(i\) of \(A\) equals row \(i\) of \(G_S\).

**Solution.** Let \(d_i\) be row \(i\) of \(A-G_S\), written as a column vector. The diagonal entry of the identity in (e) is

\[
(ASA^{T})_{ii}-(F_S^{-1})_{ii}=d_i^{T}Sd_i .
\]

The right-hand side is zero for \(d_i=0\) and strictly positive otherwise. For the line fit, the entry belonging to the intercept bounds the variance of the extrapolated value.

In Lean, `A i` is row \(i\), and `hd` rewrites the diagonal entry as a quadratic form. The proof then splits on whether the deviating row `(A - gls S X) i` is zero.

```lean
/-- For an unbiased linear estimator `A`, the variance of each fitted parameter is at least the
corresponding diagonal entry of `(Xᵀ S⁻¹ X)⁻¹`, with equality exactly when that parameter is
estimated with the generalized least-squares coefficients. -/
theorem parameter_variance_bound {S : Matrix m m ℝ} {X : Matrix m n ℝ} (hS : S.PosDef)
    (hX : LinearIndependent ℝ X.col) {A : Matrix n m ℝ} (hA : A * X = 1) (i : n) :
    (information S X)⁻¹ i i ≤ (A * S * Aᵀ) i i ∧
      ((A * S * Aᵀ) i i = (information S X)⁻¹ i i ↔ A i = gls S X i) := by
  have hd : ∀ D : Matrix n m ℝ, (D * S * Dᵀ) i i = D i ⬝ᵥ (S *ᵥ D i) := by
    intro D
    rw [Matrix.mul_assoc]
    rfl
  have h := congrFun (congrFun (excess_covariance hS hX hA) i) i
  rw [Matrix.sub_apply, hd (A - gls S X)] at h
  by_cases h0 : (A - gls S X) i = 0
  · have e : A i = gls S X i := by
      funext j
      have hj := congrFun h0 j
      rw [Matrix.sub_apply, Pi.zero_apply] at hj
      linarith
    rw [h0, zero_dotProduct] at h
    exact ⟨by linarith, fun _ => e, fun _ => by linarith⟩
  · -- a deviating row costs a strictly positive variance
    have p := hS.dotProduct_mulVec_pos h0
    rw [star_trivial] at p
    refine ⟨by linarith, fun q => ?_, fun q => ?_⟩
    · exfalso
      linarith
    · exfalso
      apply h0
      funext j
      rw [Matrix.sub_apply, q, Pi.zero_apply, sub_self]
```

## (g) The matrix bound and its unique minimizer

**Task.** Prove the result stated at the top.

**Solution.** For any \(v\), set \(u=(A-G_S)^{T}v\). By (e),

\[
v^{T}(ASA^{T}-F_S^{-1})v=u^{T}Su\ge0,
\]

and the difference is symmetric, so it is positive semidefinite. If it is zero, its diagonal entries are zero, and (f) makes every row of \(A\) equal to the corresponding row of \(G_S\). Conversely, \(A=G_S\) makes the right-hand side of (e) zero.

The bound therefore covers every linear combination \(v^{T}\beta\) of the parameters, such as the fitted curve at a chosen point.

Unbiasedness is needed. With one data point, one parameter and \(S=X=1\), the choice \(A=0\) has covariance 0, below the bound of 1, but it returns 0 whatever the data say. Positive definiteness is needed too in the matrix statement: for \(S=\mathrm{diag}(1,-2)\), which is not a covariance matrix because a diagonal entry, a variance, is negative, and \(X=(1,1)^{T}\), the supposed bound is \((1-\tfrac12)^{-1}=2\), while the unbiased \(A=(1\ \ 0)\) gives 1.

The Lean theorem writes out both matrices in full. Its `change` step restores the short names, and the three bullets prove semidefiniteness and the two directions of the equivalence.

```lean
/-- Gauss-Markov bound for correlated data: the covariance `A S Aᵀ` of any unbiased linear
estimator exceeds `(Xᵀ S⁻¹ X)⁻¹` by a positive semidefinite matrix, which vanishes exactly for
generalized least squares. -/
theorem gauss_markov_correlated {S : Matrix m m ℝ} {X : Matrix m n ℝ} (hS : S.PosDef)
    (hX : LinearIndependent ℝ X.col) {A : Matrix n m ℝ} (hA : A * X = 1) :
    (A * S * Aᵀ - (Xᵀ * S⁻¹ * X)⁻¹).PosSemidef ∧
      (A * S * Aᵀ - (Xᵀ * S⁻¹ * X)⁻¹ = 0 ↔ A = (Xᵀ * S⁻¹ * X)⁻¹ * Xᵀ * S⁻¹) := by
  change (A * S * Aᵀ - (information S X)⁻¹).PosSemidef ∧
    (A * S * Aᵀ - (information S X)⁻¹ = 0 ↔ A = gls S X)
  refine ⟨?_, fun h => ?_, fun h => ?_⟩
  · rw [excess_covariance hS hX hA, ← Matrix.conjTranspose_eq_transpose_of_trivial]
    exact hS.posSemidef.mul_mul_conjTranspose_same _
  · -- equality of the covariances forces equality row by row
    have h' := sub_eq_zero.mp h
    exact Matrix.ext fun i j =>
      congrFun ((parameter_variance_bound hS hX hA i).2.mp (by rw [h'])) j
  · rw [excess_covariance hS hX hA, h, sub_self, Matrix.zero_mul, Matrix.zero_mul]
```

## (h) When a fit with the wrong weights is still optimal

**Task.** The fit uses a positive definite matrix \(W\) in place of the true covariance \(S\). Show that it attains the optimal covariance, \(G_WSG_W^{T}=F_S^{-1}\), exactly when \(SW^{-1}X=XK\) for some square matrix \(K\).

**Solution.** By (d), \(G_W\) is unbiased, so by (g) the covariance is optimal exactly when \(G_W=G_S\).

Suppose \(G_W=G_S\). Part (c) gives \(W^{-1}XF_W^{-1}=S^{-1}XF_S^{-1}\). Multiplying by \(S\) from the left and by \(F_W\) from the right gives

\[
SW^{-1}X=XF_S^{-1}F_W ,
\]

so \(K=F_S^{-1}F_W\).

Now suppose \(SW^{-1}X=XK\). Then \(W^{-1}X=S^{-1}XK\), and multiplication by \(X^{T}\) gives \(F_W=F_SK\). Hence \(F_S^{-1}=KF_W^{-1}\), and

\[
G_W^{T}=W^{-1}XF_W^{-1}=S^{-1}XKF_W^{-1}=S^{-1}XF_S^{-1}=G_S^{T}.
\]

The condition says that \(SW^{-1}\) maps the space spanned by the fit functions into itself. It fails for a constant fitted with equal weights, \(W=1\), to two values with \(S=\mathrm{diag}(1,4)\): here \(SX=(1,4)^{T}\) is not a multiple of \(X=(1,1)^{T}\). The plain average has variance \(5/4\), while the optimum is \(4/5\).

In the Lean proof, `key` is the reduction to equal estimators. The facts `h1`, `h2` and `h3` are the three relations used in the second direction.

```lean
/-- A fit weighted with an assumed covariance `W` attains the optimal covariance for data of true
covariance `S` exactly when `S W⁻¹` maps the space of fit functions into itself. -/
theorem misweighted_fit_optimal_iff {S W : Matrix m m ℝ} {X : Matrix m n ℝ} (hS : S.PosDef)
    (hW : W.PosDef) (hX : LinearIndependent ℝ X.col) :
    gls W X * S * (gls W X)ᵀ = (information S X)⁻¹ ↔
      ∃ K : Matrix n n ℝ, S * W⁻¹ * X = X * K := by
  have hSu := (Matrix.isUnit_iff_isUnit_det _).mp hS.isUnit
  have hFW := (Matrix.isUnit_iff_isUnit_det _).mp (information_posDef hW hX).isUnit
  have key : gls W X * S * (gls W X)ᵀ - (information S X)⁻¹ = 0 ↔ gls W X = gls S X :=
    (gauss_markov_correlated hS hX (gls_unbiased hW hX)).2
  rw [← sub_eq_zero, key]
  constructor
  · intro h
    have ht : W⁻¹ * X * (information W X)⁻¹ = S⁻¹ * X * (information S X)⁻¹ := by
      rw [← gls_transpose hW hX, ← gls_transpose hS hX, h]
    refine ⟨(information S X)⁻¹ * information W X, ?_⟩
    calc S * W⁻¹ * X
        = S * W⁻¹ * X * ((information W X)⁻¹ * information W X) := by
          rw [Matrix.nonsing_inv_mul _ hFW, Matrix.mul_one]
      _ = S * (W⁻¹ * X * (information W X)⁻¹) * information W X := by
          simp only [Matrix.mul_assoc]
      _ = (S * S⁻¹) * X * ((information S X)⁻¹ * information W X) := by
          rw [ht]
          simp only [Matrix.mul_assoc]
      _ = X * ((information S X)⁻¹ * information W X) := by
          rw [Matrix.mul_nonsing_inv _ hSu, Matrix.one_mul]
  · rintro ⟨K, hK⟩
    have h1 : W⁻¹ * X = S⁻¹ * X * K := by
      calc W⁻¹ * X = (S⁻¹ * S) * (W⁻¹ * X) := by
            rw [Matrix.nonsing_inv_mul _ hSu, Matrix.one_mul]
        _ = S⁻¹ * (S * W⁻¹ * X) := by simp only [Matrix.mul_assoc]
        _ = S⁻¹ * X * K := by rw [hK, Matrix.mul_assoc]
    -- the two information matrices differ by the factor K
    have h2 : information W X = information S X * K := by
      unfold information
      rw [Matrix.mul_assoc, h1]
      simp only [Matrix.mul_assoc]
    have h3 : (information S X)⁻¹ = K * (information W X)⁻¹ := by
      apply Matrix.inv_eq_right_inv
      rw [← Matrix.mul_assoc, ← h2, Matrix.mul_nonsing_inv _ hFW]
    apply Matrix.transpose_injective
    rw [gls_transpose hW hX, gls_transpose hS hX, h1, h3]
    simp only [Matrix.mul_assoc]
```

## (i) Correlated noise in the space of fit functions

**Task.** Let the true covariance be \(S=W+XBX^{T}\), with \(W\) and \(S\) positive definite. Show that the fit weighted with \(W\) attains the optimal covariance.

**Solution.** Apply (h) with \(K=1+BF_W\):

\[
(W+XBX^{T})W^{-1}X=X+XBX^{T}W^{-1}X=X(1+BF_W).
\]

An example is a random offset of variance \(b\) common to all data in the line fit, for which \(B=\mathrm{diag}(b,0)\). The weights may ignore the offset, but the error bars may not. Since \(G_WX=1\), the true parameter covariance is

\[
G_W(W+XBX^{T})G_W^{T}=F_W^{-1}+B,
\]

so a program that reports \(F_W^{-1}\) understates the variance of the intercept by \(b\).

The Lean theorem assumes that the total covariance is positive definite and makes no separate assumption about the sign of `B`.

```lean
/-- If the true covariance is `W + X B Xᵀ`, with the extra correlations lying in the space of fit
functions, the fit weighted with `W` alone attains the optimal covariance. -/
theorem shared_noise_harmless {W : Matrix m m ℝ} {X : Matrix m n ℝ} {B : Matrix n n ℝ}
    (hW : W.PosDef) (hS : (W + X * B * Xᵀ).PosDef) (hX : LinearIndependent ℝ X.col) :
    gls W X * (W + X * B * Xᵀ) * (gls W X)ᵀ = (information (W + X * B * Xᵀ) X)⁻¹ := by
  have hWu := (Matrix.isUnit_iff_isUnit_det _).mp hW.isUnit
  refine (misweighted_fit_optimal_iff hS hW hX).mpr ⟨1 + B * (Xᵀ * W⁻¹ * X), ?_⟩
  rw [Matrix.add_mul, Matrix.add_mul, Matrix.mul_nonsing_inv _ hWu, Matrix.one_mul,
    Matrix.mul_add, Matrix.mul_one]
  simp only [Matrix.mul_assoc]

end

end CorrelatedExtrapolationFit
```

```lean
#print axioms CorrelatedExtrapolationFit.excess_covariance
-- 'CorrelatedExtrapolationFit.excess_covariance' depends on axioms: [propext, Classical.choice, Quot.sound]
#print axioms CorrelatedExtrapolationFit.shared_noise_harmless
-- 'CorrelatedExtrapolationFit.shared_noise_harmless' depends on axioms: [propext, Classical.choice, Quot.sound]
```

## The estimator in fitting code

A program can compute \(G_Sy\) without forming \(S^{-1}\). It factorizes \(S=LL^{T}\) by Cholesky decomposition and solves \(L\tilde X=X\) and \(L\tilde y=y\) by forward substitution. Then \(F_S=\tilde X^{T}\tilde X\), and

\[
G_Sy=(\tilde X^{T}\tilde X)^{-1}\tilde X^{T}\tilde y ,
\]

which is an ordinary least-squares fit to the transformed data. Feeding the columns of \(X\) through the routine as data should return the identity matrix, by (d).

In a simulation, \(S\) is usually estimated from the same runs as \(y\). The weights then fluctuate with the data, whereas the bound concerns a fixed matrix \(A\) and the true covariance. A systematic error from terms missing in the fit form is likewise not part of \(ASA^{T}\).
